# Missing dipole strength bounds the second-order cavity shift lost by truncating a sum over states

Let a cavity mode have frequency $\omega>0$, let a molecule with a purely discrete spectrum have positive excitation energies $w_0\le w_1\le\dots$, and let its transition dipoles $d_n$ from the ground state, multiplied by the coupling strength, have squares with a finite sum. If only the states $n<M$ are kept, the omitted part $\Delta_M$ of the second-order cavity shift of the ground state, in the dipole gauge and atomic units, satisfies

$$\frac{w_M}{2(\omega+w_M)}\,T_M\;\le\;\Delta_M\;\le\;\frac{T_M}{2},\qquad T_M=\sum_{n\ge M}d_n^2 .$$

Since $w_M\ge w_0$, the truncation error and the missing dipole strength $T_M$ agree up to fixed positive factors, so they vanish at the same rate. This gives a truncation error bar for sum-over-states estimates of cavity shifts, for one mode and to second order in the coupling. In a weak-coupling comparison with QED coupled cluster it covers only the truncation of the sum, not the other errors of either calculation.

## The shift of a molecular ground state

In the dipole gauge and atomic units, the molecule couples to the mode through $\sqrt{\omega/2}\,D\,(b+b^\dagger)+\tfrac12D^2$. Here $b$ is the photon annihilation operator and $D$ is the dipole along the polarisation, multiplied by the coupling strength. The number $d_n$ is the matrix element of $D$ between the ground state and excited state $n$, taken as real. It therefore contains the coupling strength, unlike a textbook transition dipole. The label $n=0$ denotes the lowest excited state, not the ground state.

To second order in the coupling, two terms contribute. The self-energy $\tfrac12\langle D^2\rangle$ gives $d_n^2/2$ for each state. The bilinear term creates one photon and excites the molecule, with matrix element $\sqrt{\omega/2}\,d_n$ and energy cost $\omega+w_n$, so it lowers the energy. State $n$ contributes

$$s_n=\frac{d_n^2}{2}-\frac{(\sqrt{\omega/2}\,d_n)^2}{\omega+w_n}.$$

```lean
import Mathlib

open Filter Topology

namespace CavityShiftTruncation

noncomputable section

/-- Second-order cavity shift from one molecular state with excitation energy `w` and transition
dipole `d`, for a mode of frequency `ω`: the dipole self-energy `d²/2` minus the squared bilinear
coupling `√(ω/2) d` over the energy `ω + w` of the virtual state. Domain: `ω ≥ 0`, `ω + w ≠ 0`. -/
def channelShift (ω w d : ℝ) : ℝ :=
  d ^ 2 / 2 - (√(ω / 2) * d) ^ 2 / (ω + w)
```

`channelShift ω w d` is $s_n$ for real numbers $\omega$, $w$ and $d$. The next two definitions are $T_M$ and $\Delta_M$, with the tail written as a sum over all $n$ of the terms with index $n+M$.

```lean
/-- The dipole strength carried by the states `n ≥ M`, for summable `d n ^ 2`. -/
def missingStrength (d : ℕ → ℝ) (M : ℕ) : ℝ :=
  ∑' n, d (n + M) ^ 2

/-- The cavity shift carried by the states `n ≥ M`, for a summable series of contributions
with `ω ≥ 0` and all `ω + w n ≠ 0`. -/
def omittedShift (ω : ℝ) (w d : ℕ → ℝ) (M : ℕ) : ℝ :=
  ∑' n, channelShift ω (w (n + M)) (d (n + M))
```

In Lean, `w` and `d` are arbitrary real sequences subject to the stated hypotheses. The step from there to a molecule is the identification of its cavity shift with this sum, which takes second-order perturbation theory and a discrete complete set of states for granted. A finite basis fits in by setting $d_n=0$ beyond its last state, provided that $D^2$ is taken as the square of the dipole matrix between the molecular states of that basis.

## A mode with positive frequency

The condition $\omega>0$ says that creating a photon costs energy. By hand, it lets the square root be squared away and the two terms be combined:

$$s_n=\frac{d_n^2}{2}\left(1-\frac{\omega}{\omega+w_n}\right)=\frac{w_n}{2(\omega+w_n)}\,d_n^2 .$$

```lean
/-- For positive photon and excitation energies, self-energy and bilinear coupling combine
to the shift `d² w / (2 (ω + w))`. -/
theorem channelShift_eq {ω w : ℝ} (hω : 0 < ω) (hw : 0 < w) (d : ℝ) :
    channelShift ω w d = w / (2 * (ω + w)) * d ^ 2 := by
  have h : ω + w ≠ 0 := by positivity
  unfold channelShift
  rw [mul_pow, Real.sq_sqrt (by positivity)]
  field_simp
  ring
```

The proof has the same two steps: `Real.sq_sqrt` needs $\omega/2\ge0$, and `field_simp` clears the denominator $\omega+w\ne0$.

At $\omega=0$ the bilinear term disappears and both bounds become $T_M/2$, so the inequalities would survive there. A negative frequency does not describe a cavity mode.

## Excitation energies above the ground state

The condition $w_n>0$ says that the molecule starts in a nondegenerate ground state. The ground state itself may be left out of the sum: at $w=0$ the self-energy and the bilinear term cancel, so a permanent dipole adds nothing at this order.

By hand, positivity gives the upper bound, because the subtracted term in $s_n$ is then nonnegative and $s_n\le d_n^2/2$. For the lower bound, let $0<a\le w$. Cross-multiplying,

$$\frac{a}{2(\omega+a)}\le\frac{w}{2(\omega+w)}\iff a(\omega+w)\le w(\omega+a)\iff a\,\omega\le w\,\omega ,$$

which is true. The weight of a state thus grows with its excitation energy.

```lean
/-- For `ω > 0`, a state with excitation energy at least `a > 0` shifts the energy by at least
`a d² / (2 (ω + a))` and at most its self-energy `d²/2`. -/
theorem channelShift_bounds {ω a w : ℝ} (hω : 0 < ω) (ha : 0 < a) (haw : a ≤ w) (d : ℝ) :
    a / (2 * (ω + a)) * d ^ 2 ≤ channelShift ω w d ∧ channelShift ω w d ≤ d ^ 2 / 2 := by
  have hw : 0 < w := lt_of_lt_of_le ha haw
  constructor
  · -- the weight w / (2 (ω + w)) grows with the excitation energy
    have h : a / (2 * (ω + a)) ≤ w / (2 * (ω + w)) := by
      rw [div_le_div_iff₀ (by positivity) (by positivity)]
      nlinarith [mul_le_mul_of_nonneg_left haw hω.le]
    rw [channelShift_eq hω hw]
    exact mul_le_mul_of_nonneg_right h (sq_nonneg d)
  · have h : 0 ≤ (√(ω / 2) * d) ^ 2 / (ω + w) := by positivity
    unfold channelShift
    linarith
```

In the proof, `div_le_div_iff₀` does the cross-multiplication and `nlinarith` receives the product $\omega a\le\omega w$. The upper bound comes from the original difference of two terms, without the closed form.

For an excited reference state some $w_n$ would be negative. The same algebra still works while $w_n>-\omega$. Below that value the upper bound can fail: a state with $w=-2\omega$ contributes $d^2$ by the closed form, twice the supposed maximum.

## Finite total dipole strength

By completeness, $\sum_n d_n^2$ is the variance of $D$ in the ground state, which is finite for a bound, localised charge distribution. This also makes $T_M$ accessible without the omitted states: it is the variance minus the strength of the states that were kept.

Finite strength makes the shift finite, because $0\le s_n\le d_n^2/2$. Conversely, $s_n\ge c\,d_n^2$ with $c=w_0/(2(\omega+w_0))>0$, so a finite shift forces finite strength.

```lean
/-- For `ω > 0` and positive, nondecreasing excitation energies, the series of cavity shifts
converges exactly when the total dipole strength is finite. -/
theorem summable_shift_iff {ω : ℝ} {w d : ℕ → ℝ} (hω : 0 < ω) (hw : ∀ n, 0 < w n)
    (hmono : Monotone w) :
    Summable (fun n => channelShift ω (w n) (d n)) ↔ Summable (fun n => d n ^ 2) := by
  have h0 := hw 0
  have hc : 0 < w 0 / (2 * (ω + w 0)) := by positivity
  have hb := fun n => channelShift_bounds hω h0 (hmono (Nat.zero_le n)) (d n)
  constructor
  · intro h
    have h' : Summable (fun n => w 0 / (2 * (ω + w 0)) * d n ^ 2) :=
      Summable.of_nonneg_of_le (fun n => mul_nonneg hc.le (sq_nonneg _)) (fun n => (hb n).1) h
    exact (summable_mul_left_iff hc.ne').1 h'
  · intro h
    exact Summable.of_nonneg_of_le
      (fun n => le_trans (mul_nonneg hc.le (sq_nonneg _)) (hb n).1)
      (fun n => (hb n).2) (h.div_const 2)
```

Both directions are comparison tests through `Summable.of_nonneg_of_le`. The direction from shift to strength relies on a positive lower bound for the energies, here $w_0$. With $w_n=2^{-n}$ and $d_n=1$, which violates such a bound, the shift converges while the strength diverges.

Convergence also turns the tail into a truncation error, since the full sum then splits into its first $M$ terms and the rest.

```lean
/-- When the series of shifts converges, the full shift minus the sum over the first `M` states
is the omitted shift. -/
theorem truncation_error {ω : ℝ} {w d : ℕ → ℝ}
    (h : Summable (fun n => channelShift ω (w n) (d n))) (M : ℕ) :
    ∑' n, channelShift ω (w n) (d n) - ∑ n ∈ Finset.range M, channelShift ω (w n) (d n)
      = omittedShift ω w d M := by
  have h1 := h.sum_add_tsum_nat_add M
  unfold omittedShift
  linarith
```

Without finite strength the physical shift is infinite. Lean assigns the value 0 to a divergent series, so the main inequality would only compare zeros.

## Keeping the lowest states first

`Monotone w` says that the states are sorted by energy and the truncation removes the upper part of the spectrum. Every omitted state then has $w_n\ge w_M$, and taking $a=w_M$ in the bounds for a single state gives

$$\frac{w_M}{2(\omega+w_M)}\,d_n^2\le s_n\le\frac{d_n^2}{2}\qquad(n\ge M).$$

Summing over $n\ge M$ gives the main result.

```lean
/-- For `ω > 0`, positive nondecreasing excitation energies and finite dipole strength, the omitted
cavity shift lies between `w_M / (2 (ω + w_M))` and `1/2` times the missing dipole strength. -/
theorem omittedShift_bounds {ω : ℝ} {w d : ℕ → ℝ} (hω : 0 < ω) (hw : ∀ n, 0 < w n)
    (hmono : Monotone w) (hd : Summable (fun n => d n ^ 2)) (M : ℕ) :
    w M / (2 * (ω + w M)) * missingStrength d M ≤ omittedShift ω w d M ∧
      omittedShift ω w d M ≤ missingStrength d M / 2 := by
  have hT : Summable (fun n => d (n + M) ^ 2) :=
    (summable_nat_add_iff (f := fun n => d n ^ 2) M).2 hd
  have hS : Summable (fun n => channelShift ω (w (n + M)) (d (n + M))) :=
    (summable_nat_add_iff (f := fun n => channelShift ω (w n) (d n)) M).2
      ((summable_shift_iff hω hw hmono).2 hd)
  -- every omitted state lies at or above w M
  have hb := fun n => channelShift_bounds hω (hw M) (hmono (Nat.le_add_left M n)) (d (n + M))
  unfold missingStrength omittedShift
  constructor
  · rw [← tsum_mul_left]
    exact Summable.tsum_le_tsum (fun n => (hb n).1) (hT.mul_left _) hS
  · rw [← tsum_div_const]
    exact Summable.tsum_le_tsum (fun n => (hb n).2) hS (hT.div_const 2)
```

The facts `hT` and `hS` say that both tails converge, and `hb` is the displayed inequality at index $n+M$. The constants are moved inside the sums by `tsum_mul_left` and `tsum_div_const`, after which `Summable.tsum_le_tsum` compares term by term.

The ordering matters for the lower bound. Take $M=0$ and let the only coupled state be $n=1$, with $w_1<w_0$. The shift is then $w_1d_1^2/(2(\omega+w_1))$, below the claimed minimum. The example shows that a coupled omitted state below $w_M$ can break the bound, although omitted states above $w_M$ may compensate for it. The upper bound needs no ordering.

The lower bound is attained when all omitted states have the same energy, because every term then carries the same weight.

```lean
/-- For `ω > 0`, if all omitted states share one positive excitation energy, the omitted shift
equals `w_M / (2 (ω + w_M))` times the missing dipole strength. -/
theorem omittedShift_degenerate {ω : ℝ} {w d : ℕ → ℝ} {M : ℕ} (hω : 0 < ω) (hM : 0 < w M)
    (hdeg : ∀ n, w (n + M) = w M) :
    omittedShift ω w d M = w M / (2 * (ω + w M)) * missingStrength d M := by
  unfold missingStrength omittedShift
  rw [← tsum_mul_left]
  refine tsum_congr (fun n => ?_)
  rw [hdeg n, channelShift_eq hω hM]
```

The smallest instance is a molecule with one coupled excited state and $M=0$, where nothing is kept: the omitted shift is the whole shift, $w_0d_0^2/(2(\omega+w_0))$.

## Truncating only the bilinear sum

A calculation may evaluate the self-energy in full, from ground-state expectation values, and truncate only the sum over virtual states. The permanent dipole cancels between the two terms and is left out of both, so the full self-energy here is half the variance of $D$, not $\tfrac12\langle D^2\rangle$. Under the same hypotheses its estimate is

$$E=\frac12\sum_{n}d_n^2-\sum_{n<M}\frac{(\omega/2)\,d_n^2}{\omega+w_n},$$

and its error is the missing self-energy minus the omitted shift, $T_M/2-\Delta_M$. The upper bound on $\Delta_M$ makes this nonnegative. The lower bound, together with

$$\frac{w_M}{2(\omega+w_M)}+\frac{\omega}{2(\omega+w_M)}=\frac12,$$

makes it at most $\omega T_M/(2(\omega+w_M))$.

```lean
/-- For positive energies, the weights `w / (2 (ω + w))` and `ω / (2 (ω + w))` add up to `1/2`. -/
theorem weight_add {ω w : ℝ} (hω : 0 < ω) (hw : 0 < w) :
    w / (2 * (ω + w)) + ω / (2 * (ω + w)) = 1 / 2 := by
  rw [← add_div, div_eq_div_iff (by positivity) (by norm_num)]
  ring

/-- Keep the complete dipole self-energy and truncate only the bilinear sum. For `ω > 0`, positive
nondecreasing excitation energies and finite dipole strength, the shift is then overestimated by
at most `ω / (2 (ω + w_M))` times the missing dipole strength, and never underestimated. -/
theorem full_selfEnergy_error {ω : ℝ} {w d : ℕ → ℝ} (hω : 0 < ω) (hw : ∀ n, 0 < w n)
    (hmono : Monotone w) (hd : Summable (fun n => d n ^ 2)) (M : ℕ) :
    let E := (∑' n, d n ^ 2) / 2
      - ∑ n ∈ Finset.range M, (√(ω / 2) * d n) ^ 2 / (ω + w n)
    0 ≤ E - ∑' n, channelShift ω (w n) (d n) ∧
      E - ∑' n, channelShift ω (w n) (d n) ≤ ω / (2 * (ω + w M)) * missingStrength d M := by
  intro E
  have hb := omittedShift_bounds hω hw hmono hd M
  have h1 := truncation_error ((summable_shift_iff hω hw hmono).2 hd) M
  have h2 : ∑ n ∈ Finset.range M, d n ^ 2 + missingStrength d M = ∑' n, d n ^ 2 :=
    hd.sum_add_tsum_nat_add M
  have h3 : ∑ n ∈ Finset.range M, channelShift ω (w n) (d n)
      = (∑ n ∈ Finset.range M, d n ^ 2) / 2
        - ∑ n ∈ Finset.range M, (√(ω / 2) * d n) ^ 2 / (ω + w n) := by
    simp only [channelShift, Finset.sum_sub_distrib, Finset.sum_div]
  -- the remaining error is the missing self-energy minus the omitted shift
  have h4 : E - ∑' n, channelShift ω (w n) (d n)
      = missingStrength d M / 2 - omittedShift ω w d M := by
    simp only [E]
    linarith
  have h5 : w M / (2 * (ω + w M)) * missingStrength d M
      + ω / (2 * (ω + w M)) * missingStrength d M = missingStrength d M / 2 := by
    rw [← add_mul, weight_add hω (hw M)]
    ring
  rw [h4]
  constructor <;> linarith [hb.1, hb.2]
```

In the proof, `h4` is the formula for the error and `h5` is the splitting of $T_M/2$ into the two weights; `linarith` then combines them with the main bounds.

The two schemes err in opposite directions: dropping states altogether underestimates the shift or leaves it exact, while keeping the full self-energy overestimates it or leaves it exact. Comparing the bounds, once $w_M\ge\omega$ the second error is no larger than the first.

## Excitation energies that grow without bound

The last theorem adds two conditions. `hinf` says that $w_n\to\infty$, as for a particle in a box. The bound electronic levels of a neutral molecule instead accumulate at its first ionisation threshold, where a continuum begins. `hT` says that some dipole strength is missing at every truncation. Then

$$\frac12-\frac{\omega/2}{\omega+w_M}\;\le\;\frac{\Delta_M}{T_M}\;\le\;\frac12,$$

and the left side tends to $1/2$. The factor $1/2$ in the upper bound therefore cannot be replaced by a smaller constant valid for all such spectra.

```lean
/-- For `ω > 0`, positive nondecreasing excitation energies that grow without bound, and finite
dipole strength that no truncation exhausts, the ratio of omitted shift to missing strength
tends to `1/2`. -/
theorem omittedShift_ratio_tendsto {ω : ℝ} {w d : ℕ → ℝ} (hω : 0 < ω) (hw : ∀ n, 0 < w n)
    (hmono : Monotone w) (hd : Summable (fun n => d n ^ 2)) (hinf : Tendsto w atTop atTop)
    (hT : ∀ M, 0 < missingStrength d M) :
    Tendsto (fun M => omittedShift ω w d M / missingStrength d M) atTop (𝓝 (1 / 2)) := by
  have h := (tendsto_const_nhds (x := (1 / 2 : ℝ)) (f := (atTop : Filter ℕ))).sub
    ((tendsto_const_nhds (x := ω / 2)).div_atTop (tendsto_atTop_add_const_left _ ω hinf))
  rw [sub_zero] at h
  -- squeeze the ratio between the two bounds
  refine tendsto_of_tendsto_of_tendsto_of_le_of_le h tendsto_const_nhds
    (fun M => ?_) (fun M => ?_)
  · show 1 / 2 - ω / 2 / (ω + w M) ≤ omittedShift ω w d M / missingStrength d M
    have h1 : 1 / 2 - ω / 2 / (ω + w M) = w M / (2 * (ω + w M)) := by
      rw [div_div]
      linarith [weight_add hω (hw M)]
    rw [h1, le_div_iff₀ (hT M)]
    exact (omittedShift_bounds hω hw hmono hd M).1
  · show omittedShift ω w d M / missingStrength d M ≤ 1 / 2
    rw [div_le_iff₀ (hT M)]
    linarith [(omittedShift_bounds hω hw hmono hd M).2]

end

end CavityShiftTruncation
```

The limit `h` of the left side uses `hinf`. The positivity `hT` allows the main inequality to be divided by $T_M$, and the squeeze theorem `tendsto_of_tendsto_of_tendsto_of_le_of_le` finishes the argument.

A harmonic oscillator shows why `hT` is there: only its first excited state couples to the ground state, so $T_M=0$ for $M\ge1$ and the ratio has no meaning. If instead the energies stay below some $W$, the growth of the weight with energy gives a neighbouring estimate, $\Delta_M\le W\,T_M/(2(\omega+W))$. The ratio then stays away from $1/2$, and the upper bound improves for any basis with a known highest excitation energy.

```lean
#print axioms CavityShiftTruncation.omittedShift_bounds
#print axioms CavityShiftTruncation.omittedShift_degenerate
#print axioms CavityShiftTruncation.full_selfEnergy_error
#print axioms CavityShiftTruncation.omittedShift_ratio_tendsto
```

```
'CavityShiftTruncation.omittedShift_bounds' depends on axioms: [propext, Classical.choice, Quot.sound]
'CavityShiftTruncation.omittedShift_degenerate' depends on axioms: [propext, Classical.choice, Quot.sound]
'CavityShiftTruncation.full_selfEnergy_error' depends on axioms: [propext, Classical.choice, Quot.sound]
'CavityShiftTruncation.omittedShift_ratio_tendsto' depends on axioms: [propext, Classical.choice, Quot.sound]
```
